# Sampling a C¹ magnetization profile on a line never overestimates its exchange energy

When a smooth one-dimensional magnetization profile, such as a trial domain wall, is put on a mesh, the exchange energy computed from differences between neighbouring samples can be read as a lower bound on the continuum value. For unit vectors the two agree only if the profile is uniform. The bound alone does not say how close they are: a spiral that turns once per cell has mesh energy zero.

In Lean 4 with Mathlib:

```lean
import Mathlib

open Set MeasureTheory

namespace MeshExchange

noncomputable section
```

## The continuum and mesh energies

The magnetization $m(x)$ is a vector in $\mathbb R^3$ depending on one coordinate.

```lean
/-- Magnetization vectors in three-dimensional space. -/
abbrev Vec3 := EuclideanSpace ℝ (Fin 3)
```

It has a continuous derivative $m'$ on a closed interval, one-sided at the ends. `IsC1On` ties the two functions together; unit length is a separate hypothesis, made only where it is used.

```lean
/-- The field `m` is continuously differentiable on `[a, b]` with derivative `m'`
(one-sided at the ends). -/
structure IsC1On (m m' : ℝ → Vec3) (a b : ℝ) : Prop where
  hasDeriv : ∀ x ∈ Icc a b, HasDerivWithinAt m (m' x) (Icc a b) x
  cont : ContinuousOn m' (Icc a b)
```

Per unit cross-section and in units of the exchange stiffness, the continuum energy is
$$E[a,b]=\int_a^b\|m'(x)\|^2\,dx .$$

```lean
/-- Exchange energy on `[a, b]`, in units of the stiffness: the integral of the squared
gradient `m'`. -/
def exchangeEnergy (m' : ℝ → Vec3) (a b : ℝ) : ℝ := ∫ x in a..b, ‖m' x‖ ^ 2
```

Samples sit at $x_j=jh$, where $h$ is the cell size.

```lean
/-- Position of the `j`-th mesh node for cell size `h`. -/
def node (h : ℝ) (j : ℕ) : ℝ := j * h
```

With $N$ cells, the mesh energy is
$$E_h=\sum_{j<N}\frac{\|m(x_{j+1})-m(x_j)\|^2}{h}.$$
A cell here is the interval between neighbouring sample points. The samples are exact values of $m$, and anisotropy, dipolar and applied-field energies are absent.

```lean
/-- Exchange energy of the field sampled at the nodes of `N` cells of size `h > 0`. -/
def meshEnergy (m : ℝ → Vec3) (h : ℝ) (N : ℕ) : ℝ :=
  ∑ j ∈ Finset.range N, ‖m (node h (j + 1)) - m (node h j)‖ ^ 2 / h
```

Neighbouring nodes are $h$ apart, and a field that is C¹ on $[0,Nh]$ is C¹ on each cell.

```lean
variable {m m' : ℝ → Vec3} {a b h : ℝ} {N : ℕ}

lemma node_width (h : ℝ) (j : ℕ) : node h (j + 1) - node h j = h := by
  unfold node
  push_cast
  ring

lemma IsC1On.cell (hm : IsC1On m m' 0 (N * h)) (hh : 0 < h) {j : ℕ} (hj : j < N) :
    IsC1On m m' (node h j) (node h (j + 1)) := by
  have h0 : 0 ≤ node h j := mul_nonneg (Nat.cast_nonneg j) hh.le
  have h1 : node h (j + 1) ≤ N * h :=
    mul_le_mul_of_nonneg_right (by exact_mod_cast Nat.succ_le_of_lt hj) hh.le
  have hs := Icc_subset_Icc h0 h1
  exact ⟨fun x hx => (hm.hasDeriv x (hs hx)).mono hs, hm.cont.mono hs⟩
```

## The energy lost in one cell

Let $c=(m(b)-m(a))/(b-a)$ be the mean slope on $[a,b]$. Expanding the square gives
$$\|m'-c\|^2-\|m'\|^2=\|c\|^2-2\langle c,m'\rangle=\frac{d}{dx}\bigl(\|c\|^2x-2\langle c,m(x)\rangle\bigr).$$
Integrating, and using $\langle c,m(b)-m(a)\rangle=\|c\|^2(b-a)=\|m(b)-m(a)\|^2/(b-a)$,
$$E[a,b]-\frac{\|m(b)-m(a)\|^2}{b-a}=\int_a^b\|m'-c\|^2dx .$$

The central Mathlib device is `intervalIntegral.integral_eq_sub_of_hasDerivAt_of_le`. This form of the fundamental theorem asks for continuity on the closed interval, a two-sided derivative only in its interior, and an integrable derivative. The derivatives within $[a,b]$ in `hF` provide the first two, with `Icc_mem_nhds` turning them into ordinary two-sided derivatives at interior points. Because the antiderivative is scalar, no vector-valued integral is needed.

```lean
/-- On one cell `a < b`, the exchange energy missed by the mesh is the integrated squared
deviation of the gradient of a C¹ field from its mean slope. -/
theorem cell_defect (hab : a < b) (hm : IsC1On m m' a b) :
    exchangeEnergy m' a b - ‖m b - m a‖ ^ 2 / (b - a)
      = ∫ x in a..b, ‖m' x - (b - a)⁻¹ • (m b - m a)‖ ^ 2 := by
  have hne : b - a ≠ 0 := (sub_pos.mpr hab).ne'
  obtain ⟨c, hc⟩ : ∃ c, c = (b - a)⁻¹ • (m b - m a) := ⟨_, rfl⟩
  rw [← hc]
  have hi1 : IntervalIntegrable (fun x => ‖m' x‖ ^ 2) volume a b :=
    ContinuousOn.intervalIntegrable_of_Icc hab.le (hm.cont.norm.pow 2)
  have hi2 : IntervalIntegrable (fun x => ‖m' x - c‖ ^ 2) volume a b :=
    ContinuousOn.intervalIntegrable_of_Icc hab.le
      ((hm.cont.sub continuousOn_const).norm.pow 2)
  -- the difference of the two integrands has an explicit antiderivative
  have hF : ∀ x ∈ Icc a b, HasDerivWithinAt (fun t => ‖c‖ ^ 2 * t - 2 * inner ℝ c (m t))
      (‖m' x - c‖ ^ 2 - ‖m' x‖ ^ 2) (Icc a b) x := by
    intro x hx
    have h1 := (hasDerivWithinAt_const x (Icc a b) c).inner ℝ (hm.hasDeriv x hx)
    refine (((hasDerivWithinAt_id x _).const_mul (‖c‖ ^ 2)).fun_sub
      (h1.const_mul 2)).congr_deriv ?_
    rw [norm_sub_sq_real, inner_zero_left, real_inner_comm c (m' x)]
    ring
  have ftc := intervalIntegral.integral_eq_sub_of_hasDerivAt_of_le hab.le
    (fun x hx => (hF x hx).continuousWithinAt)
    (fun x hx => (hF x (Ioo_subset_Icc_self hx)).hasDerivAt (Icc_mem_nhds hx.1 hx.2))
    (hi2.sub hi1)
  rw [intervalIntegral.integral_sub hi2 hi1] at ftc
  have hd : inner ℝ c (m b) - inner ℝ c (m a) = ‖m b - m a‖ ^ 2 / (b - a) := by
    rw [← inner_sub_right, hc, real_inner_smul_left, real_inner_self_eq_norm_sq]
    ring
  have hn : ‖c‖ ^ 2 * (b - a) = ‖m b - m a‖ ^ 2 / (b - a) := by
    rw [hc, norm_smul, mul_pow, Real.norm_eq_abs, sq_abs]
    field_simp
  unfold exchangeEnergy
  linear_combination -ftc - hn + 2 * hd
```

The right-hand side is nonnegative, so each cell obeys the bound.

```lean
lemma cell_le (hh : 0 < h) (hm : IsC1On m m' 0 (N * h)) {j : ℕ} (hj : j < N) :
    ‖m (node h (j + 1)) - m (node h j)‖ ^ 2 / h
      ≤ exchangeEnergy m' (node h j) (node h (j + 1)) := by
  have hlt : node h j < node h (j + 1) := by linarith [node_width h j]
  have hd := cell_defect hlt (hm.cell hh hj)
  have hp : 0 ≤ ∫ x in node h j..node h (j + 1), ‖m' x - (node h (j + 1) - node h j)⁻¹ •
      (m (node h (j + 1)) - m (node h j))‖ ^ 2 :=
    intervalIntegral.integral_nonneg hlt.le (fun _ _ => sq_nonneg _)
  rw [← hd, node_width] at hp
  linarith
```

The continuum energies of adjacent cells add up to $E[0,Nh]$.

```lean
lemma exchange_sum (hh : 0 < h) (hm : IsC1On m m' 0 (N * h)) :
    ∑ j ∈ Finset.range N, exchangeEnergy m' (node h j) (node h (j + 1))
      = exchangeEnergy m' 0 (N * h) := by
  have hs := intervalIntegral.sum_integral_adjacent_intervals (a := node h) (n := N)
    (f := fun x => ‖m' x‖ ^ 2) (μ := volume) (fun k hk =>
      ContinuousOn.intervalIntegrable_of_Icc (by linarith [node_width h k])
        ((hm.cell hh hk).cont.norm.pow 2))
  have h0 : node h 0 = 0 := by simp [node]
  rw [h0] at hs
  exact hs
```

Summing the cell bounds gives $E_h\le E[0,Nh]$ for every $h>0$ and every C¹ field, whether or not its vectors have unit length.

```lean
/-- For a C¹ field and cell size `h > 0`, the mesh exchange energy never exceeds the true
exchange energy. -/
theorem mesh_le_exchange (hh : 0 < h) (hm : IsC1On m m' 0 (N * h)) :
    meshEnergy m h N ≤ exchangeEnergy m' 0 (N * h) := by
  rw [← exchange_sum hh hm]
  exact Finset.sum_le_sum fun j hj => cell_le hh hm (Finset.mem_range.mp hj)
```

The same expansion, with two differences in place of the integral, shows that halving the cells never lowers the mesh energy. If $u$ and $v$ are the successive differences on the fine mesh of spacing $h$, then
$$\frac{\|u\|^2+\|v\|^2}{h}-\frac{\|u+v\|^2}{2h}=\frac{\|u-v\|^2}{2h}\ge0 .$$

## Equality for unit vectors

A continuous field whose squared norm integrates to zero vanishes throughout the interval.

```lean
lemma vanish {g : ℝ → Vec3} (hab : a < b) (hg : ContinuousOn g (Icc a b))
    (h0 : ∫ x in a..b, ‖g x‖ ^ 2 = 0) : ∀ x ∈ Icc a b, g x = 0 := by
  intro x hx
  by_contra hne
  have hc : ContinuousOn (fun t => ‖g t‖ ^ 2) (Icc a b) := hg.norm.pow 2
  exact (intervalIntegral.integral_pos hab hc (fun _ _ => sq_nonneg _)
    ⟨x, hx, pow_pos (norm_pos_iff.mpr hne) 2⟩).ne' h0
```

Differentiating $\langle m,m\rangle=1$ gives $2\langle m,m'\rangle=0$. Uniqueness of the derivative within the interval makes this valid at the endpoints too.

```lean
/-- On an interval `[a, b]` with `a < b`, a C¹ field of unit vectors is everywhere orthogonal to its
gradient. -/
theorem unit_orthogonal (hab : a < b) (hm : IsC1On m m' a b)
    (hu : ∀ x ∈ Icc a b, ‖m x‖ = 1) {x : ℝ} (hx : x ∈ Icc a b) :
    inner ℝ (m x) (m' x) = 0 := by
  have h1 := (hm.hasDeriv x hx).inner ℝ (hm.hasDeriv x hx)
  have h2 : HasDerivWithinAt (fun t => inner ℝ (m t) (m t)) 0 (Icc a b) x :=
    (hasDerivWithinAt_const x _ (1 : ℝ)).congr
      (fun t ht => by simp [hu t ht]) (by simp [hu x hx])
  have h3 := (uniqueDiffOn_Icc hab x hx).eq_deriv _ h1 h2
  rw [real_inner_comm (m x) (m' x)] at h3
  linarith
```

If a cell loses no energy, then $m'=c$ throughout it. Orthogonality gives $\langle m(x),m(b)-m(a)\rangle=0$ for every $x$ in the cell. Subtracting the case $x=a$ from $x=b$ yields $\|m(b)-m(a)\|^2=0$.

```lean
/-- If a cell `a < b` loses no exchange energy for a C¹ unit-vector field, the
magnetizations at its two ends coincide. -/
theorem cell_rigid (hab : a < b) (hm : IsC1On m m' a b) (hu : ∀ x ∈ Icc a b, ‖m x‖ = 1)
    (he : ‖m b - m a‖ ^ 2 / (b - a) = exchangeEnergy m' a b) : m b = m a := by
  have hz := cell_defect hab hm
  rw [he, sub_self] at hz
  -- the gradient equals the mean slope, which is orthogonal to both end vectors
  have hc : ∀ x ∈ Icc a b, m' x = (b - a)⁻¹ • (m b - m a) := fun x hx =>
    sub_eq_zero.mp (vanish (g := fun x => m' x - (b - a)⁻¹ • (m b - m a)) hab
      (hm.cont.sub continuousOn_const) hz.symm x hx)
  have hne : (b - a)⁻¹ ≠ 0 := inv_ne_zero (sub_pos.mpr hab).ne'
  have horth : ∀ x ∈ Icc a b, inner ℝ (m x) (m b - m a) = 0 := by
    intro x hx
    have h1 := unit_orthogonal hab hm hu hx
    rw [hc x hx, real_inner_smul_right] at h1
    exact (mul_eq_zero.mp h1).resolve_left hne
  have key : inner ℝ (m b - m a) (m b - m a) = 0 := by
    rw [inner_sub_left, horth b (right_mem_Icc.mpr hab.le),
      horth a (left_mem_Icc.mpr hab.le), sub_zero]
  exact sub_eq_zero.mp (inner_self_eq_zero.mp key)
```

Let $N\ge1$. If the total energies agree, the termwise bounds force equality in every cell. All differences between nodes then vanish, so $E_h=0$, hence $E[0,Nh]=0$ and $m'=0$; the mean value inequality makes $m$ constant. Conversely, a uniform field has $m'=0$, and $0\le E_h\le E[0,Nh]=0$.

Some constraint on the length is needed here, since the ramp $m(x)=x\,e_x$ gives equal energies without being uniform.

```lean
/-- For a C¹ unit-vector field on a mesh of `N ≥ 1` cells of size `h > 0`, the mesh reproduces the
true exchange energy if and only if the magnetization is uniform. -/
theorem mesh_eq_exchange_iff_uniform (hh : 0 < h) (hN : 0 < N)
    (hm : IsC1On m m' 0 (N * h)) (hu : ∀ x ∈ Icc 0 (N * h), ‖m x‖ = 1) :
    meshEnergy m h N = exchangeEnergy m' 0 (N * h) ↔ ∀ x ∈ Icc 0 (N * h), m x = m 0 := by
  have hL : 0 < N * h := mul_pos (Nat.cast_pos.mpr hN) hh
  constructor
  · intro he
    have hcell := (Finset.sum_eq_sum_iff_of_le fun j hj =>
      cell_le hh hm (Finset.mem_range.mp hj)).mp (he.trans (exchange_sum hh hm).symm)
    -- every cell is rigid, so the mesh energy and hence the true energy vanish
    have h0 : meshEnergy m h N = 0 := by
      refine Finset.sum_eq_zero fun j hj => ?_
      have hj' := Finset.mem_range.mp hj
      have hs : Icc (node h j) (node h (j + 1)) ⊆ Icc 0 (N * h) :=
        Icc_subset_Icc (mul_nonneg (Nat.cast_nonneg j) hh.le)
          (mul_le_mul_of_nonneg_right (by exact_mod_cast Nat.succ_le_of_lt hj') hh.le)
      have hr := cell_rigid (by linarith [node_width h j]) (hm.cell hh hj')
        (fun x hx => hu x (hs hx)) (by rw [node_width]; exact hcell j hj)
      rw [hr]
      simp
    have hz := vanish hL hm.cont (he.symm.trans h0)
    intro x hx
    have hb := Convex.norm_image_sub_le_of_norm_hasDerivWithin_le (C := 0) hm.hasDeriv
      (fun y hy => by simp [hz y hy]) (convex_Icc 0 (N * h)) (left_mem_Icc.mpr hL.le) hx
    rw [zero_mul] at hb
    exact sub_eq_zero.mp (norm_le_zero_iff.mp hb)
  · intro hconst
    have hz : ∀ x ∈ Icc 0 (N * h), m' x = 0 := fun x hx =>
      (uniqueDiffOn_Icc hL x hx).eq_deriv _ (hm.hasDeriv x hx)
        ((hasDerivWithinAt_const x _ (m 0)).congr hconst (hconst x hx))
    have hE : exchangeEnergy m' 0 (N * h) = 0 := by
      refine (intervalIntegral.integral_congr (g := fun _ => (0 : ℝ)) fun x hx => ?_).trans
        (by simp)
      rw [uIcc_of_le hL.le] at hx
      simp [hz x hx]
    refine le_antisymm (mesh_le_exchange hh hm) ?_
    rw [hE]
    exact Finset.sum_nonneg fun j _ => div_nonneg (sq_nonneg _) hh.le
```

## A spiral invisible to the mesh

Let $e_x,e_y$ be the first two unit vectors.

```lean
/-- Unit vector along the first axis. -/
def ex : Vec3 := !₂[1, 0, 0]

/-- Unit vector along the second axis. -/
def ey : Vec3 := !₂[0, 1, 0]
```

The spiral of wavenumber $q$ is $s(x)=\cos(qx)\,e_x+\sin(qx)\,e_y$.

```lean
/-- Planar spin spiral of wavenumber `q`. -/
def spiral (q x : ℝ) : Vec3 := Real.cos (q * x) • ex + Real.sin (q * x) • ey
```

Its derivative is $s'(x)=-q\sin(qx)\,e_x+q\cos(qx)\,e_y$.

```lean
/-- Gradient of the planar spin spiral. -/
def spiralGrad (q x : ℝ) : Vec3 :=
  (-Real.sin (q * x) * q) • ex + (Real.cos (q * x) * q) • ey
```

Norms follow from $\|u e_x+v e_y\|^2=u^2+v^2$ for real $u,v$.

```lean
lemma norm_sq_planar (u v : ℝ) : ‖u • ex + v • ey‖ ^ 2 = u ^ 2 + v ^ 2 := by
  rw [EuclideanSpace.norm_sq_eq]
  simp [Fin.sum_univ_three, ex, ey]
```

So $\|s\|=1$, and the spiral meets the C¹ and unit-length hypotheses used above.

```lean
/-- The spin spiral is a C¹ field of unit vectors on every interval. -/
theorem spiral_witness (q a b : ℝ) :
    IsC1On (spiral q) (spiralGrad q) a b ∧ ∀ x, ‖spiral q x‖ = 1 := by
  refine ⟨⟨fun x _ => ?_, ?_⟩, fun x => ?_⟩
  · have hq : HasDerivAt (fun t => q * t) q x := by
      simpa using (hasDerivAt_id x).const_mul q
    exact ((hq.cos.smul_const ex).fun_add (hq.sin.smul_const ey)).hasDerivWithinAt
  · exact Continuous.continuousOn (by unfold spiralGrad; fun_prop)
  · have h1 : ‖spiral q x‖ ^ 2 = 1 := by
      rw [spiral, norm_sq_planar, Real.cos_sq_add_sin_sq]
    nlinarith [norm_nonneg (spiral q x)]
```

Likewise $\|s'\|^2=q^2$, while the cosine difference formula gives $\|s(y)-s(x)\|^2=2-2\cos(q(y-x))$. Therefore
$$E_h=N\,\frac{2-2\cos(qh)}{h},\qquad E[0,Nh]=q^2Nh .$$

```lean
/-- For cell size `h > 0`, a spiral of wavenumber `q` has mesh energy `N (2 - 2 cos (q h)) / h` and
true exchange energy `q² N h`. -/
theorem spiral_energies (q h : ℝ) (N : ℕ) :
    meshEnergy (spiral q) h N = N * ((2 - 2 * Real.cos (q * h)) / h) ∧
      exchangeEnergy (spiralGrad q) 0 (N * h) = q ^ 2 * (N * h) := by
  have chord : ∀ x y, ‖spiral q y - spiral q x‖ ^ 2 = 2 - 2 * Real.cos (q * (y - x)) := by
    intro x y
    have hv : spiral q y - spiral q x = (Real.cos (q * y) - Real.cos (q * x)) • ex
        + (Real.sin (q * y) - Real.sin (q * x)) • ey := by
      unfold spiral
      module
    rw [hv, norm_sq_planar, mul_sub, Real.cos_sub]
    linear_combination Real.sin_sq_add_cos_sq (q * y) + Real.sin_sq_add_cos_sq (q * x)
  have grad : ∀ x, ‖spiralGrad q x‖ ^ 2 = q ^ 2 := by
    intro x
    rw [spiralGrad, norm_sq_planar]
    linear_combination q ^ 2 * Real.sin_sq_add_cos_sq (q * x)
  constructor
  · simp only [meshEnergy, chord, node_width, Finset.sum_const, Finset.card_range,
      nsmul_eq_mul]
  · simp only [exchangeEnergy, grad, intervalIntegral.integral_const, smul_eq_mul]
    ring
```

At $q=2\pi/h$ every sample is the same vector. The mesh energy is zero, but the continuum energy is $4\pi^2N/h>0$.

```lean
/-- On `N ≥ 1` cells of size `h > 0`, a spiral turning once per cell has zero mesh energy,
while its true exchange energy is `4 π² N / h`, which is positive. -/
theorem one_turn_per_cell (hh : 0 < h) (hN : 0 < N) :
    meshEnergy (spiral (2 * Real.pi / h)) h N = 0 ∧
      exchangeEnergy (spiralGrad (2 * Real.pi / h)) 0 (N * h) = 4 * Real.pi ^ 2 * N / h ∧
      0 < 4 * Real.pi ^ 2 * N / h := by
  obtain ⟨h1, h2⟩ := spiral_energies (2 * Real.pi / h) h N
  have hN' : (0 : ℝ) < N := Nat.cast_pos.mpr hN
  have hpi := Real.pi_pos
  refine ⟨?_, ?_, by positivity⟩
  · rw [h1, div_mul_cancel₀ _ hh.ne', Real.cos_two_pi]
    norm_num
  · rw [h2]
    have hne := hh.ne'
    field_simp
    norm_num

end

end MeshExchange
```

```lean
#print axioms MeshExchange.mesh_eq_exchange_iff_uniform
#print axioms MeshExchange.one_turn_per_cell
```

```
'MeshExchange.mesh_eq_exchange_iff_uniform' depends on axioms: [propext, Classical.choice, Quot.sound]
'MeshExchange.one_turn_per_cell' depends on axioms: [propext, Classical.choice, Quot.sound]
```
